# The n-quantum line of a harmonic oscillator in its ground state peaks at the momentum transfer that excites n quanta on average

A peak is taken here to be a global maximum over momentum transfers $Q\ge 0$, not a zero of the derivative. The intensities themselves enter as a given formula; they are not computed from oscillator wavefunctions.

## Momentum transfer to a cold oscillator

A probe such as a neutron transfers momentum $\hbar Q$ along the axis of a harmonic oscillator of mass $M$ and frequency $\omega$, initially in its ground state. The intensity of the line with $n$ excited quanta, meaning here its weight in the dynamic structure factor, without the scattering cross-section and the ratio of final to initial wavenumber that enter a measured intensity, is

$$P_n(Q)=\frac{(aQ^2)^n e^{-aQ^2}}{n!},\qquad a=\frac{\hbar}{2M\omega}.$$

The length squared $a$ is the zero-point mean-square displacement, and $P_0=e^{-aQ^2}$ is the elastic line. Here the $n$-quantum line is called the $n$-th overtone, so $n=1$ is the fundamental; in the usual spectroscopic numbering the first overtone is the line with $n=2$. For a single harmonic mode at zero temperature, the first sum rule below shows how much is missing from a spectrum that keeps only finitely many lines: the intensities kept fall short of one by the total weight of the lines left out.

## Peak position and sum rules in Lean

The main theorem, `overtone_peak_and_sum_rules`, assumes $a>0$ and says:

- for $n\ge1$ and $Q\ge0$, the point $Q$ maximises $P_n$ on the half-line if and only if $Q=\sqrt{n/a}$;
- for every real $Q$, $\sum_n P_n=1$ and $\sum_n nP_n=aQ^2$.

`overtone a n Q` is $P_n(Q)$, with real $a$ and $Q$ and natural $n$. `IsMaxOn (overtone a n) (Set.Ici 0) Q` says that no point of $[0,\infty)$ gives a larger value than $Q$ does; the separate hypothesis `0 ≤ Q` places $Q$ itself there. `HasSum` states convergence together with the value of the sum.

If the maximum were taken over the whole real line, there would be two maximisers, $\pm\sqrt{n/a}$, because $P_n$ is even in $Q$.

In `recoil_energy`, $a$ is replaced by $\hbar/(2M\omega)$, and $2M$ times the mean energy transfer equals $(\hbar Q)^2$. The mean transfer is thus the recoil energy of a free particle of mass $M$ initially at rest. The theorem proves this recoil rule for one harmonic mode only; other binding potentials are not treated. Temperature, anharmonicity and coupling between modes are absent.

## Derivation from a tangent line and a ladder

Write $x=aQ^2$. The exponential lies strictly above its tangent, so $t<e^{t-1}$ for $t\ne1$. For $n\ge1$, $x\ge0$ and $x\neq n$, put $t=x/n$ and take the $n$-th power:

$$\left(\frac{x}{n}\right)^n<e^{x-n}.$$

Multiplying by $n^ne^{-x}$ gives

$$x^ne^{-x}<n^ne^{-n}.$$

After division by $n!$, this says that $P_n$ is strictly largest where $aQ^2=n$, which on $Q\ge0$ means $Q=\sqrt{n/a}$.

The exponential series gives $\sum_nP_n=e^{-x}e^x=1$. For the mean, cancelling a factor $n+1$ in the factorial yields the ladder relation

$$(n+1)P_{n+1}=\frac{x^{n+1}e^{-x}}{n!}=xP_n.$$

The $n=0$ term of the first moment vanishes, so

$$\sum_{n\ge0}nP_n=\sum_{n\ge0}(n+1)P_{n+1}=x\sum_{n\ge0}P_n=x.$$

Multiplying by $2M\hbar\omega$ and inserting $a$ gives $2M\hbar\omega\,aQ^2=(\hbar Q)^2$.

The same shift gives the variance. First, $\sum_n n^2P_n=x\sum_n(n+1)P_n=x(x+1)$, and then

$$\sum_n(n-x)^2P_n=x(x+1)-2x^2+x^2=x.$$

The ladder also compares neighbouring lines. For $Q\ne0$ we have $P_n>0$, so multiplying $P_n<P_{n+1}$ by $n+1$ shows that it holds exactly when $n+1<x$.

## The complete file

```lean
import Mathlib

open Finset

namespace OvertoneRecoil

noncomputable section

/-- Zero-temperature intensity of the `n`-quantum line of an oscillator at momentum
transfer `Q`, with `a` the squared length that sets the scale of `Q`. -/
def overtone (a : ℝ) (n : ℕ) (Q : ℝ) : ℝ :=
  (a * Q ^ 2) ^ n * Real.exp (-(a * Q ^ 2)) / (n.factorial : ℝ)

/-- Neighbouring overtones are linked by `(n + 1) P_{n+1} = a Q² P_n`. -/
theorem overtone_ladder (a Q : ℝ) (n : ℕ) :
    ((n : ℝ) + 1) * overtone a (n + 1) Q = a * Q ^ 2 * overtone a n Q := by
  unfold overtone
  generalize a * Q ^ 2 = x
  have hf : (0 : ℝ) < (n.factorial : ℝ) := by exact_mod_cast n.factorial_pos
  rw [Nat.factorial_succ]
  push_cast
  rw [mul_div_assoc', mul_div_assoc', div_eq_div_iff (by positivity) (by positivity)]
  ring

/-- For `n ≠ 0`, the profile `xⁿ exp(-x)` on `x ≥ 0` is strictly below its value at `x = n`
everywhere else. -/
theorem profile_lt {n : ℕ} (hn : n ≠ 0) {x : ℝ} (hx : 0 ≤ x) (hne : x ≠ n) :
    x ^ n * Real.exp (-x) < (n : ℝ) ^ n * Real.exp (-(n : ℝ)) := by
  have hn0 : (0 : ℝ) < n := by exact_mod_cast Nat.pos_of_ne_zero hn
  -- the exponential lies strictly above its tangent
  have h1 : x / n < Real.exp (x / n - 1) := by
    have hz : x / n - 1 ≠ 0 := by
      intro h
      have h' : x / n = 1 := by linarith
      rw [div_eq_iff hn0.ne', one_mul] at h'
      exact hne h'
    have h := Real.add_one_lt_exp hz
    linarith
  -- take the n-th power
  have h2 : (x / n) ^ n < Real.exp (x - n) := by
    have h := pow_lt_pow_left₀ h1 (by positivity) hn
    rw [← Real.exp_nat_mul] at h
    have e : (n : ℝ) * (x / n - 1) = x - n := by
      rw [mul_sub, mul_div_cancel₀ _ hn0.ne', mul_one]
    rwa [e] at h
  rw [div_pow, div_lt_iff₀ (by positivity)] at h2
  have e : x - n + -x = -(n : ℝ) := by ring
  calc x ^ n * Real.exp (-x)
      < Real.exp (x - n) * (n : ℝ) ^ n * Real.exp (-x) :=
        mul_lt_mul_of_pos_right h2 (Real.exp_pos _)
    _ = (n : ℝ) ^ n * (Real.exp (x - n) * Real.exp (-x)) := by ring
    _ = (n : ℝ) ^ n * Real.exp (-(n : ℝ)) := by rw [← Real.exp_add, e]

/-- For `a > 0` and `n ≥ 1`, at every `Q ≥ 0` other than `√(n/a)` the `n`-th overtone is strictly
weaker than at `√(n/a)`. -/
theorem overtone_lt_peak {a : ℝ} (ha : 0 < a) {n : ℕ} (hn : 1 ≤ n) {Q : ℝ}
    (hQ : 0 ≤ Q) (hne : Q ≠ √((n : ℝ) / a)) :
    overtone a n Q < overtone a n (√((n : ℝ) / a)) := by
  have hpk : a * √((n : ℝ) / a) ^ 2 = n := by
    rw [Real.sq_sqrt (by positivity)]
    field_simp
  have hx : a * Q ^ 2 ≠ n := by
    intro h
    apply hne
    have h' : (n : ℝ) / a = Q ^ 2 := by
      rw [div_eq_iff ha.ne']
      linarith
    rw [h', Real.sqrt_sq hQ]
  have hf : (0 : ℝ) < (n.factorial : ℝ) := by exact_mod_cast n.factorial_pos
  unfold overtone
  rw [hpk]
  exact div_lt_div_of_pos_right (profile_lt (by omega) (by positivity) hx) hf

/-- The intensities of all lines, the elastic one included, add up to one. -/
theorem overtone_sum (a Q : ℝ) : HasSum (fun n : ℕ => overtone a n Q) 1 := by
  have h : HasSum (fun n : ℕ => (a * Q ^ 2) ^ n / (n.factorial : ℝ))
      (Real.exp (a * Q ^ 2)) := by
    rw [Real.exp_eq_exp_ℝ]
    exact NormedSpace.expSeries_div_hasSum_exp (a * Q ^ 2)
  convert h.mul_right (Real.exp (-(a * Q ^ 2))) using 1
  · rfl
  · funext n
    unfold overtone
    ring
  · rw [← Real.exp_add, add_neg_cancel, Real.exp_zero]

/-- If the average of `g (n + 1)` over the spectrum is `s`, then the average of
`n g(n)` is `a Q² s`. -/
theorem ladder_average (a Q : ℝ) (g : ℕ → ℝ) {s : ℝ}
    (h : HasSum (fun n : ℕ => g (n + 1) * overtone a n Q) s) :
    HasSum (fun n : ℕ => (n : ℝ) * g n * overtone a n Q) (a * Q ^ 2 * s) := by
  have h1 : HasSum (fun n : ℕ => ((n + 1 : ℕ) : ℝ) * g (n + 1) * overtone a (n + 1) Q)
      (a * Q ^ 2 * s) := by
    convert h.mul_left (a * Q ^ 2) using 1
    · rfl
    · funext n
      push_cast
      linear_combination g (n + 1) * overtone_ladder a Q n
  -- the n = 0 term of this sum vanishes because of the factor n
  have h2 := (hasSum_nat_add_iff
    (f := fun n : ℕ => (n : ℝ) * g n * overtone a n Q) 1).mp h1
  simpa only [Finset.sum_range_one, Nat.cast_zero, zero_mul, add_zero] using h2

/-- The mean number of quanta excited at momentum transfer `Q` is `a Q²`. -/
theorem mean_quanta (a Q : ℝ) :
    HasSum (fun n : ℕ => (n : ℝ) * overtone a n Q) (a * Q ^ 2) := by
  have h := ladder_average a Q (fun _ => 1) (s := 1)
    (by simpa only [one_mul] using overtone_sum a Q)
  simpa only [mul_one] using h

/-- For `a > 0`, each overtone `n ≥ 1` is maximal on `Q ≥ 0` exactly at `Q = √(n/a)`,
while at every `Q` the intensities sum to one and the mean number of quanta is `a Q²`. -/
theorem overtone_peak_and_sum_rules {a : ℝ} (ha : 0 < a) :
    (∀ n : ℕ, 1 ≤ n → ∀ Q : ℝ, 0 ≤ Q →
      (IsMaxOn (overtone a n) (Set.Ici 0) Q ↔ Q = √((n : ℝ) / a))) ∧
    ∀ Q : ℝ, HasSum (fun n : ℕ => overtone a n Q) 1 ∧
      HasSum (fun n : ℕ => (n : ℝ) * overtone a n Q) (a * Q ^ 2) := by
  refine ⟨fun n hn Q hQ => ⟨fun h => ?_, fun h => ?_⟩,
    fun Q => ⟨overtone_sum a Q, mean_quanta a Q⟩⟩
  · by_contra hne
    have hle := isMaxOn_iff.mp h (√((n : ℝ) / a)) (Set.mem_Ici.mpr (Real.sqrt_nonneg _))
    exact not_lt_of_ge hle (overtone_lt_peak ha hn hQ hne)
  · rw [isMaxOn_iff]
    intro q hq
    rw [h]
    by_cases hqe : q = √((n : ℝ) / a)
    · rw [hqe]
    · exact (overtone_lt_peak ha hn (Set.mem_Ici.mp hq) hqe).le

/-- The variance of the number of excited quanta is `a Q²`. -/
theorem variance_quanta (a Q : ℝ) :
    HasSum (fun n : ℕ => ((n : ℝ) - a * Q ^ 2) ^ 2 * overtone a n Q) (a * Q ^ 2) := by
  have h0 := overtone_sum a Q
  have h1 := mean_quanta a Q
  have hs : HasSum (fun n : ℕ => ((n + 1 : ℕ) : ℝ) * overtone a n Q) (a * Q ^ 2 + 1) := by
    convert h1.add h0 using 1
    funext n
    push_cast
    ring
  have h2 := ladder_average a Q (fun n => (n : ℝ)) hs
  -- expand the square and combine the three moments
  convert (h2.sub (h1.mul_left (2 * (a * Q ^ 2)))).add (h0.mul_left ((a * Q ^ 2) ^ 2)) using 1
  · rfl
  · funext n
    ring
  · ring

/-- For `a > 0` and `Q ≠ 0`, the line with `n + 1` quanta is stronger than the line with `n` quanta
exactly when `a Q²` exceeds `n + 1`. -/
theorem overtone_lt_succ_iff {a Q : ℝ} (ha : 0 < a) (hQ : Q ≠ 0) (n : ℕ) :
    overtone a n Q < overtone a (n + 1) Q ↔ (n : ℝ) + 1 < a * Q ^ 2 := by
  have hf : (0 : ℝ) < (n.factorial : ℝ) := by exact_mod_cast n.factorial_pos
  have hP : 0 < overtone a n Q := by
    unfold overtone
    positivity
  have hn : (0 : ℝ) < (n : ℝ) + 1 := by positivity
  rw [← mul_lt_mul_iff_right₀ hn, overtone_ladder, mul_lt_mul_iff_left₀ hP]

/-- For an oscillator of mass `M` and frequency `ω`, where `a = ħ/(2Mω)`, the mean energy
transfer times `2M` equals the squared momentum transfer `(ħQ)²`. -/
theorem recoil_energy {M ω : ℝ} (hM : M ≠ 0) (hω : ω ≠ 0) (ħ Q : ℝ) :
    HasSum (fun n : ℕ => 2 * M * ((n : ℝ) * (ħ * ω)) * overtone (ħ / (2 * M * ω)) n Q)
      ((ħ * Q) ^ 2) := by
  convert (mean_quanta (ħ / (2 * M * ω)) Q).mul_left (2 * M * (ħ * ω)) using 1
  · rfl
  · funext n
    ring
  · field_simp

end

end OvertoneRecoil
```

```lean
#print axioms OvertoneRecoil.mean_quanta
-- 'OvertoneRecoil.mean_quanta' depends on axioms: [propext, Classical.choice, Quot.sound]
#print axioms OvertoneRecoil.overtone_peak_and_sum_rules
-- 'OvertoneRecoil.overtone_peak_and_sum_rules' depends on axioms: [propext, Classical.choice, Quot.sound]
#print axioms OvertoneRecoil.overtone_lt_succ_iff
-- 'OvertoneRecoil.overtone_lt_succ_iff' depends on axioms: [propext, Classical.choice, Quot.sound]
#print axioms OvertoneRecoil.recoil_energy
-- 'OvertoneRecoil.recoil_energy' depends on axioms: [propext, Classical.choice, Quot.sound]
```

## How the proof follows the derivation

`profile_lt` contains the tangent argument: `Real.add_one_lt_exp` supplies the strict inequality and `pow_lt_pow_left₀` raises it to the $n$-th power. `overtone_lt_peak` substitutes $x=aQ^2$ and uses $Q\ge0$ to recover $Q$ from its square.

In the main theorem, a maximiser other than $\sqrt{n/a}$ would contradict this strict inequality. Conversely, the inequality shows that $\sqrt{n/a}$ is a maximiser.

`overtone_sum` multiplies the exponential series by $e^{-x}$. `ladder_average` performs the index shift for a general weight $g$: `overtone_ladder` rewrites each term, and `hasSum_nat_add_iff` restores the vanishing $n=0$ term. Taking $g(n)=1$ gives `mean_quanta`; taking $g(n)=n$ gives the second moment in `variance_quanta`, where the expanded square is then assembled from three convergent sums.

`overtone_lt_succ_iff` multiplies by $n+1$, applies the ladder and cancels the positive $P_n$. `recoil_energy` rescales `mean_quanta`, and `field_simp` cancels the nonzero $M$ and $\omega$.
